# For a C² potential, the scaled second difference converges to the Hessian form

In a path-integral simulation a quantum particle is represented by a ring of beads, and centroid virial estimators are derived by stretching each bead's displacement from the centroid. The heat capacity estimator obtained this way contains a curvature term: the Hessian of the potential $V$ at a bead, applied twice to that bead's displacement. With a first-principles potential I would rather not compute a Hessian for every bead.

Write $c$ for the centroid and $u$ for the displacement, so that the bead sits at $c+u$. I expect that three energies are enough, because for small nonzero $s$

$$\frac{V(c+(1+s)u)-2V(c+u)+V(c+(1-s)u)}{s^2}$$

should be close to $\sum_{ij}u_iu_j\,\partial_i\partial_jV(c+u)$. Can this be made rigorous for a twice continuously differentiable $V$, and checked by machine? I would also like to know what the quotient means at a finite step, and whether it works for a whole path at once.

## Two mean value theorems give the value at finite step

Yes. Write $D^2V(x)(u,u)$ for the Hessian form $\sum_{ij}u_iu_j\,\partial_i\partial_jV(x)$, and $Q(s)$ for your quotient. Restrict the potential to the scaling line by setting $g(t)=V(c+(1+t)u)$. The chain rule gives

$$g'(t)=\nabla V(c+(1+t)u)\cdot u,\qquad g''(t)=D^2V(c+(1+t)u)(u,u).$$

At $t=0$ the first is the bead's virial and the second its curvature term. At other $t$ the gradient and the Hessian are taken at the stretched position but still applied to the original displacement $u$. Since $g(0)=V(c+u)$, the quotient is $Q(s)=[g(s)-2g(0)+g(-s)]/s^2$.

Take $s>0$ and put $\varphi(r)=g(r)+g(-r)$. Cauchy's mean value theorem, applied to $\varphi$ and $r^2$ on $[0,s]$, gives a $\xi$ with $0<\xi<s$ and

$$Q(s)=\frac{\varphi(s)-\varphi(0)}{s^2}=\frac{\varphi'(\xi)}{2\xi}=\frac{g'(\xi)-g'(-\xi)}{2\xi}.$$

The last expression is the slope of $g'$ between $-\xi$ and $\xi$. By the ordinary mean value theorem it equals $g''(\theta)$ for some $\theta$ with $|\theta|<\xi<s$. As $Q(-s)=Q(s)$, the same holds for negative steps, with $|\theta|<|s|$:

$$Q(s)=D^2V(c+(1+\theta)u)(u,u).$$

So at a finite step the quotient is exactly the Hessian form at a rescaled position, applied to the original displacement $u$. When $s\to0$, $\theta$ is squeezed to $0$, and continuity of the second derivative gives $Q(s)\to D^2V(c+u)(u,u)$.

For a quadratic potential $V(x)=a+L(x)+B(x,x)$, with $L$ linear and $B$ bilinear, the constant and linear parts cancel in the second difference. What remains is $2s^2B(u,u)$, so $Q(s)=2B(u,u)$ at every nonzero step. For $V=\tfrac12kx^2$ in one dimension this is $ku^2$.

For a path of $P+1$ beads $x_0,\dots,x_P$ with centroid $\bar x=\frac1{P+1}\sum_kx_k$, stretch every displacement $x_k-\bar x$ by the same factor. The second difference of the bead-averaged potential is the average of the single-bead second differences. A finite sum of limits is the limit of the sum, so the quotient tends to

$$\frac1{P+1}\sum_{k=0}^{P}D^2V(x_k)(x_k-\bar x,\;x_k-\bar x).$$

Convergence of the quotient does not imply that a Hessian exists. Take $V(x)=x|x|$ on the line with $c=-1$ and $u=1$. The stretched positions are $s$ and $-s$, and $V$ is odd, so $Q(s)=0$ for all nonzero $s$. Yet $V'(x)=2|x|$ has a kink at the origin.

Here is the complete Lean file.

```lean
import Mathlib

open Filter Topology

namespace VirialCurvature

noncomputable section

variable {E : Type*} [NormedAddCommGroup E] [NormedSpace ℝ E]

/-- The position `c + (1 + s) u`: the displacement `u` from the centre `c` is stretched
by the factor `1 + s`. -/
def scaled (c u : E) (s : ℝ) : E := c + (1 + s) • u

/-- The Hessian form of the potential `V` at `x`, applied to the pair `(u, u)`. -/
def hessianForm (V : E → ℝ) (x u : E) : ℝ := fderiv ℝ (fderiv ℝ V) x u u

/-- The second difference of the potential under stretching and shrinking of the displacement `u`
about `c`, divided by `s ^ 2`; it is meant for `s ≠ 0`. -/
def curvatureQuotient (V : E → ℝ) (c u : E) (s : ℝ) : ℝ :=
  (V (scaled c u s) - 2 * V (c + u) + V (scaled c u (-s))) / s ^ 2

/-- Without stretching, the position is `c + u`. -/
theorem scaled_zero (c u : E) : scaled c u 0 = c + u := by
  simp [scaled]

/-- Along the scaling line, a twice continuously differentiable potential changes at the rate given
by its differential applied to the displacement, and this rate changes at the rate given by the
Hessian form. -/
theorem hasDerivAt_along_scaling {V : E → ℝ} (hV : ContDiff ℝ 2 V) (c u : E) (t : ℝ) :
    HasDerivAt (fun r => V (scaled c u r)) (fderiv ℝ V (scaled c u t) u) t ∧
    HasDerivAt (fun r => fderiv ℝ V (scaled c u r) u)
      (hessianForm V (scaled c u t) u) t := by
  have hline : HasDerivAt (scaled c u) u t :=
    ((((hasDerivAt_id' t).const_add 1).smul_const u).const_add c).congr_deriv
      (one_smul ℝ u)
  have hd : Differentiable ℝ V := hV.differentiable (by norm_num)
  have hd2 : Differentiable ℝ (fderiv ℝ V) :=
    (hV.fderiv_right (m := 1) one_add_one_eq_two.le).differentiable (by norm_num)
  refine ⟨(hd _).hasFDerivAt.comp_hasDerivAt t hline, ?_⟩
  have h := (hd2 (scaled c u t)).hasFDerivAt.comp_hasDerivAt t hline
  exact (h.clm_apply (hasDerivAt_const t u)).congr_deriv (by simp [hessianForm])

/-- The symmetric second difference of a twice differentiable function of one variable is
`s ^ 2` times its second derivative at some point between `-s` and `s`. -/
theorem second_difference_mean_value {g g' g'' : ℝ → ℝ}
    (h1 : ∀ t, HasDerivAt g (g' t) t) (h2 : ∀ t, HasDerivAt g' (g'' t) t)
    {s : ℝ} (hs : 0 < s) :
    ∃ θ, |θ| < s ∧ g s - 2 * g 0 + g (-s) = s ^ 2 * g'' θ := by
  have hφ : ∀ t, HasDerivAt (fun r => g r + g (-r)) (g' t - g' (-t)) t := by
    intro t
    have h := (h1 (-t)).comp t (hasDerivAt_neg t)
    exact ((h1 t).fun_add h).congr_deriv (by ring)
  have hsq : ∀ t : ℝ, HasDerivAt (fun r : ℝ => r ^ 2) (2 * t) t := by
    intro t
    simpa using hasDerivAt_pow 2 t
  -- compare `g r + g (-r)` with the parabola `r ^ 2`
  obtain ⟨ξ, hξ, e1⟩ := exists_ratio_hasDerivAt_eq_ratio_slope
    (fun r => g r + g (-r)) (fun r => g' r - g' (-r)) hs
    (fun t _ => (hφ t).continuousAt.continuousWithinAt) (fun t _ => hφ t)
    (fun r => r ^ 2) (fun r => 2 * r)
    (fun t _ => (hsq t).continuousAt.continuousWithinAt) (fun t _ => hsq t)
  have hξ0 : 0 < ξ := hξ.1
  have hξs : ξ < s := hξ.2
  -- apply the mean value theorem to the first derivative
  obtain ⟨θ, hθ, e2⟩ := exists_hasDerivAt_eq_slope g' g''
    (show -ξ < ξ by linarith)
    (fun t _ => (h2 t).continuousAt.continuousWithinAt) (fun t _ => h2 t)
  have hne : ξ - -ξ ≠ 0 := ne_of_gt (by linarith)
  rw [eq_div_iff hne] at e2
  simp only [neg_zero] at e1
  refine ⟨θ, abs_lt.2 ⟨by linarith [hθ.1], by linarith [hθ.2]⟩, ?_⟩
  have h2ξ : 2 * ξ ≠ 0 := ne_of_gt (by linarith)
  apply mul_right_cancel₀ h2ξ
  linear_combination -e1 - s ^ 2 * e2

/-- For a twice continuously differentiable potential and a nonzero step `s`, the curvature quotient
equals the Hessian form at a position with intermediate scaling `θ`, where `|θ| < |s|`. -/
theorem curvatureQuotient_eq_hessianForm {V : E → ℝ} (hV : ContDiff ℝ 2 V) (c u : E)
    {s : ℝ} (hs : s ≠ 0) :
    ∃ θ, |θ| < |s| ∧ curvatureQuotient V c u s = hessianForm V (scaled c u θ) u := by
  obtain ⟨θ, hθ, e⟩ := second_difference_mean_value
    (fun t => (hasDerivAt_along_scaling hV c u t).1)
    (fun t => (hasDerivAt_along_scaling hV c u t).2) (abs_pos.2 hs)
  refine ⟨θ, hθ, ?_⟩
  have e' : V (scaled c u s) - 2 * V (scaled c u 0) + V (scaled c u (-s))
      = s ^ 2 * hessianForm V (scaled c u θ) u := by
    rcases abs_choice s with h | h
    · rw [h] at e
      exact e
    · rw [h] at e
      simp only [neg_neg, neg_sq] at e
      linarith
  rw [scaled_zero] at e'
  unfold curvatureQuotient
  rw [div_eq_iff (pow_ne_zero 2 hs)]
  linear_combination e'

/-- As the nonzero step `s` tends to 0, the curvature quotient of a twice continuously
differentiable potential tends to its Hessian form at `c + u` applied to `(u, u)`. -/
theorem tendsto_curvatureQuotient {V : E → ℝ} (hV : ContDiff ℝ 2 V) (c u : E) :
    Tendsto (curvatureQuotient V c u) (𝓝[≠] 0) (𝓝 (hessianForm V (c + u) u)) := by
  have hline : Continuous (scaled c u) := by
    unfold scaled
    fun_prop
  have h2 : Continuous (fderiv ℝ (fderiv ℝ V)) :=
    (hV.fderiv_right (m := 1) one_add_one_eq_two.le).continuous_fderiv (by norm_num)
  have hcont : Continuous (fun t => hessianForm V (scaled c u t) u) :=
    ((h2.comp hline).clm_apply continuous_const).clm_apply continuous_const
  rw [Metric.tendsto_nhdsWithin_nhds]
  intro ε hε
  obtain ⟨δ, hδ, h⟩ := Metric.continuousAt_iff.1 (hcont.continuousAt (x := 0)) ε hε
  refine ⟨δ, hδ, fun s hs hsδ => ?_⟩
  -- the intermediate scaling is squeezed to zero together with `s`
  obtain ⟨θ, hθ, e⟩ := curvatureQuotient_eq_hessianForm hV c u hs
  rw [Real.dist_eq, sub_zero] at hsδ
  have hclose := h (x := θ) (by rw [Real.dist_eq, sub_zero]; exact hθ.trans hsδ)
  rw [scaled_zero] at hclose
  rw [e]
  exact hclose

/-- For a potential `a + L x + B x x` with continuous linear `L` and continuous bilinear `B`, the
curvature quotient equals `2 B u u` at every nonzero step. -/
theorem curvatureQuotient_quadratic (a : ℝ) (L : E →L[ℝ] ℝ) (B : E →L[ℝ] E →L[ℝ] ℝ)
    (c u : E) {s : ℝ} (hs : s ≠ 0) :
    curvatureQuotient (fun x => a + L x + B x x) c u s = 2 * B u u := by
  unfold curvatureQuotient scaled
  rw [div_eq_iff (pow_ne_zero 2 hs)]
  simp only [map_add, map_smul, add_apply,
    smul_apply, smul_eq_mul]
  ring

/-- The centroid of a path of `P + 1` beads. -/
def centroid {P : ℕ} (x : Fin (P + 1) → E) : E := ((P : ℝ) + 1)⁻¹ • ∑ k, x k

/-- The potential energy of a path of `P + 1` beads, averaged over the beads. -/
def pathPotential {P : ℕ} (V : E → ℝ) (x : Fin (P + 1) → E) : ℝ :=
  ((P : ℝ) + 1)⁻¹ * ∑ k, V (x k)

/-- The path with every bead's displacement from the centroid stretched by `1 + s`. -/
def scaledPath {P : ℕ} (x : Fin (P + 1) → E) (s : ℝ) : Fin (P + 1) → E :=
  fun k => scaled (centroid x) (x k - centroid x) s

/-- When a path in a twice continuously differentiable potential is scaled about its centroid, the
second difference of its bead-averaged potential energy over `s ^ 2` tends to the bead average of
the Hessian forms on the centroid displacements. -/
theorem tendsto_path_curvature {P : ℕ} {V : E → ℝ} (hV : ContDiff ℝ 2 V)
    (x : Fin (P + 1) → E) :
    Tendsto (fun s : ℝ => (pathPotential V (scaledPath x s) - 2 * pathPotential V x
        + pathPotential V (scaledPath x (-s))) / s ^ 2) (𝓝[≠] 0)
      (𝓝 (((P : ℝ) + 1)⁻¹ * ∑ k, hessianForm V (x k) (x k - centroid x))) := by
  have hbead : ∀ k, Tendsto (curvatureQuotient V (centroid x) (x k - centroid x))
      (𝓝[≠] 0) (𝓝 (hessianForm V (x k) (x k - centroid x))) := by
    intro k
    have hk := tendsto_curvatureQuotient hV (centroid x) (x k - centroid x)
    rwa [add_sub_cancel] at hk
  have hsum := (tendsto_finsetSum Finset.univ (fun k _ => hbead k)).const_mul
    ((P : ℝ) + 1)⁻¹
  refine hsum.congr (fun s => ?_)
  -- the second difference of the average is the average of the second differences
  simp only [curvatureQuotient, pathPotential, scaledPath, add_sub_cancel,
    ← Finset.sum_div, Finset.sum_add_distrib, Finset.sum_sub_distrib, ← Finset.mul_sum]
  ring

/-- For the potential `x |x|` on the line, the curvature quotient at the origin converges
to 0, although the derivative of the potential is not differentiable there. -/
theorem limit_without_hessian :
    Tendsto (curvatureQuotient (fun x : ℝ => x * |x|) (-1) 1) (𝓝[≠] 0) (𝓝 0) ∧
    ¬ DifferentiableAt ℝ (deriv (fun x : ℝ => x * |x|)) 0 := by
  constructor
  · -- the potential is odd, so the second difference vanishes
    have h0 : curvatureQuotient (fun x : ℝ => x * |x|) (-1) 1 = fun _ => 0 := by
      funext s
      simp [curvatureQuotient, scaled]
    rw [h0]
    exact tendsto_const_nhds
  · have hder : ∀ x : ℝ, HasDerivAt (fun y : ℝ => y * |y|) (2 * |x|) x := by
      intro x
      have hsq : HasDerivAt (fun y : ℝ => y ^ 2) (2 * x) x := by
        simpa using hasDerivAt_pow 2 x
      rcases lt_trichotomy x 0 with hx | hx | hx
      · rw [abs_of_neg hx]
        refine (hsq.fun_neg.congr_deriv (by ring)).congr_of_eventuallyEq ?_
        filter_upwards [Iio_mem_nhds hx] with y hy
        rw [abs_of_neg hy]
        ring
      · subst hx
        rw [hasDerivAt_iff_tendsto_slope, show 2 * |(0 : ℝ)| = |0| by simp]
        have h := (continuous_abs.tendsto (0 : ℝ)).mono_left
          (nhdsWithin_le_nhds (s := {0}ᶜ))
        refine h.congr' ?_
        filter_upwards [self_mem_nhdsWithin] with y hy
        have hy0 : y - 0 ≠ 0 := by
          rw [sub_zero]
          exact hy
        rw [slope_def_field, eq_div_iff hy0]
        ring
      · rw [abs_of_pos hx]
        refine hsq.congr_of_eventuallyEq ?_
        filter_upwards [Ioi_mem_nhds hx] with y hy
        rw [abs_of_pos hy]
        ring
    intro h
    rw [show deriv (fun x : ℝ => x * |x|) = fun x => 2 * |x| from
      funext fun x => (hder x).deriv] at h
    have h' := h.const_mul (1 / 2 : ℝ)
    rw [show (fun x : ℝ => 1 / 2 * (2 * |x|)) = fun x => |x| from
      funext fun x => by ring] at h'
    exact not_differentiableAt_abs_zero h'

end

end VirialCurvature
```

```lean
#print axioms VirialCurvature.curvatureQuotient_eq_hessianForm
#print axioms VirialCurvature.curvatureQuotient_quadratic
#print axioms VirialCurvature.tendsto_path_curvature
#print axioms VirialCurvature.limit_without_hessian
```

```
'VirialCurvature.curvatureQuotient_eq_hessianForm' depends on axioms: [propext, Classical.choice, Quot.sound]
'VirialCurvature.curvatureQuotient_quadratic' depends on axioms: [propext, Classical.choice, Quot.sound]
'VirialCurvature.tendsto_path_curvature' depends on axioms: [propext, Classical.choice, Quot.sound]
'VirialCurvature.limit_without_hessian' depends on axioms: [propext, Classical.choice, Quot.sound]
```

## What the Lean statements say about beads and potentials

The type `E` is any real normed space. For one particle it can be three-dimensional space; for $N$ atoms it can be the $3N$-dimensional configuration space, and the centroid then collects the centroids of all atoms. The definition `scaled c u s` is the position $c+(1+s)u$, and `curvatureQuotient V c u s` is $Q(s)$. The Hessian form is `hessianForm V x u`, the Fréchet derivative of the Fréchet derivative, applied to `u` twice.

The hypothesis `ContDiff ℝ 2 V` says that $V$ is twice continuously differentiable on all of `E`. Physically it stands for a smooth potential energy surface without singularities or kinks, so a bare Coulomb potential or a surface with a conical intersection does not satisfy it. Neither does a first-principles surface for several atoms, since it diverges where two nuclei coincide. The limit, however, depends only on the potential near the beads: the argument by hand works for small enough steps whenever $V$ is twice continuously differentiable in a neighbourhood of each bead. The file states only the global case. The hypothesis also gives `hessianForm` its meaning, because Lean's `fderiv` returns zero where no derivative exists.

The main theorem, `tendsto_curvatureQuotient`, states the limit. The filter `𝓝[≠] 0` means that $s$ approaches zero through nonzero values of either sign. The finite-step identity is `curvatureQuotient_eq_hessianForm`; it provides some $\theta$ but does not say which.

For paths, `Fin (P + 1) → E` is a family of $P+1$ beads, so there is always at least one. With a single bead the displacement vanishes and both sides are zero. The function `pathPotential` is the bead average of $V$ and contains no spring energy. The theorem `tendsto_path_curvature` treats one fixed path. It involves no thermal average, so it does not address exchanging the limit $s\to0$ with an ensemble average, and it does not derive the heat capacity estimator itself.

For path-integral simulation with finitely many beads on such a smooth surface, the result justifies replacing the Hessian term of a given path by the second difference, divided by $s^2$, of the bead-averaged energies of that path and two rescaled copies, in the limit of small steps.

## How the proof follows the calculation

- `hasDerivAt_along_scaling` is the chain rule for $g$ and $g'$. The scaling line has constant velocity `u`, and composing it with `V` and with `fderiv ℝ V` gives the two derivatives.
- `second_difference_mean_value` holds the central argument for a function of one variable. `exists_ratio_hasDerivAt_eq_ratio_slope` is Cauchy's theorem and produces `ξ`; `exists_hasDerivAt_eq_slope` is the ordinary mean value theorem and produces `θ`. The goal is then multiplied by the nonzero factor $2\xi$, and the closing `linear_combination` proves the multiplied identity from the two equations.
- `curvatureQuotient_eq_hessianForm` applies this lemma with step $|s|$. The case split from `abs_choice` uses the evenness of the second difference to return to $s$.
- `tendsto_curvatureQuotient` is an $\varepsilon$–$\delta$ argument. Continuity of the Hessian form along the line supplies $\delta$, and $|\theta|<|s|<\delta$ transfers the estimate to the quotient.
- `curvatureQuotient_quadratic` expands by linearity and finishes with `ring`.
- `tendsto_path_curvature` applies the single-bead limit to each bead, adds the limits with `tendsto_finsetSum`, and identifies the sum with the second difference of the average.
- `limit_without_hessian` first shows that the quotient vanishes identically. It then computes the derivative $2|x|$ separately for negative, zero and positive $x$; at zero the difference quotient is $|y|$, which tends to $0$. Differentiability of $2|x|$ at the origin would make $|x|$ differentiable there, a contradiction.

## Energies of two stretched paths in a simulation code

For each sampled path, the code computes the centroid, builds the two paths $\bar x+(1\pm s)(x_k-\bar x)$, and calls the energy routine on their beads. Together with the stored energies of the original path this gives an approximation to the curvature term, for $2(P+1)$ additional energy evaluations.

The step needs a compromise. If $V$ is four times continuously differentiable, the truncation error for a given path is at most of order $s^2$ as $s\to0$. An error of size at most $\eta$ in each energy, from rounding or incomplete self-consistency, can contribute up to $4\eta/s^2$. A harmonic potential makes a convenient check of the routine: the exact quotient is the same at every nonzero step, so a dependence on the step points to errors in the energies, rounding or a mistake in the code.

The same two stretched positions also give the virial without a force. One application of the mean value theorem to $g$ yields

$$\frac{V(c+(1+s)u)-V(c+(1-s)u)}{2s}=\nabla V(c+(1+\theta)u)\cdot u,\qquad|\theta|<|s|,$$

and the right-hand side tends to $\nabla V(c+u)\cdot u$. This companion formula is an addition of mine and is not stated in the file, though the derivative of $g$ that it uses is the first half of `hasDerivAt_along_scaling`.
